# Eigenvalues of a product of two positive semidefinite matrices are real and nonnegative

If A and B are complex positive semidefinite n×n matrices and ABv = μv with v ≠ 0, then μ is real and μ ≥ 0, although AB is Hermitian only when A and B commute. In the linear-response equations for real orbitals and a finite basis, AX + BY = ωX and BX + AY = −ωY, the letters A and B denote the two response blocks instead. There the result, applied to the product (A − B)(A + B), makes the frequency ω of every nonzero solution (X, Y) real (an excitation energy when it is positive), provided A + B and A − B are positive semidefinite.

## Objects

```lean
import Mathlib

open Matrix
open scoped ComplexOrder

namespace ProductOfPositiveMatrices

noncomputable section

variable {n : Type*} [Fintype n]
```

The index set `n` is a finite basis, a vector is a function `n → ℂ`, and `Matrix n n ℂ` is an operator in that basis; infinite dimension is not covered. Below, `M *ᵥ v` is Mv, `μ • v` is μv, and `star x ⬝ᵥ y` is ⟨x, y⟩, antilinear in x. With `ComplexOrder`, 0 ≤ z for complex z means that z is real and nonnegative. Mathlib's `PosSemidef` means Hermitian with ⟨x, Bx⟩ ≥ 0 for all x.

```lean
/-- `v` is a nonzero vector with `M v = μ v`. -/
def IsEigenpair (M : Matrix n n ℂ) (μ : ℂ) (v : n → ℂ) : Prop :=
  v ≠ 0 ∧ M *ᵥ v = μ • v
```

An eigenpair is v ≠ 0 with Mv = μv. The general theorems take an eigenpair as given and say nothing about the existence of an eigenbasis.

```lean
/-- The linear-response equations in the block form used for real orbitals:
`A X + B Y = ω X` and `B X + A Y = -ω Y`. -/
def ResponseEq (A B : Matrix n n ℂ) (ω : ℂ) (X Y : n → ℂ) : Prop :=
  A *ᵥ X + B *ᵥ Y = ω • X ∧ B *ᵥ X + A *ᵥ Y = -(ω • Y)
```

These are the two block rows

AX + BY = ωX,  BX + AY = −ωY,

with ω allowed to be complex. The form for complex orbitals, with conjugated blocks in the second row, is not treated.

## The product AB

```lean
/-- A Hermitian matrix can be moved from the bra to the ket: `⟨B x, y⟩ = ⟨x, B y⟩`. -/
theorem herm_move {B : Matrix n n ℂ} (hB : B.IsHermitian) (x y : n → ℂ) :
    star (B *ᵥ x) ⬝ᵥ y = star x ⬝ᵥ B *ᵥ y := by
  rw [Matrix.star_mulVec, hB.eq, ← Matrix.dotProduct_mulVec]
```

For B† = B, written `B.IsHermitian`, ⟨Bx, y⟩ = ⟨x, By⟩.

```lean
/-- The product of two Hermitian matrices is Hermitian exactly when they commute. -/
theorem product_isHermitian_iff {A B : Matrix n n ℂ} (hA : A.IsHermitian)
    (hB : B.IsHermitian) : (A * B).IsHermitian ↔ A * B = B * A := by
  -- the adjoint reverses the order of the factors
  have h : (A * B)ᴴ = B * A := by rw [conjTranspose_mul, hA.eq, hB.eq]
  constructor
  · intro H
    exact H.eq.symm.trans h
  · intro H
    show (A * B)ᴴ = A * B
    exact h.trans H.symm
```

The step `h` is (AB)† = B†A† = BA, where `ᴴ` is the dagger. Hence (AB)† = AB exactly when AB = BA.

```lean
/-- A vector with zero expectation value of a positive semidefinite matrix is annihilated
by that matrix. -/
theorem mulVec_eq_zero_of_expectation_zero {B : Matrix n n ℂ} (hB : B.PosSemidef)
    {v : n → ℂ} (h0 : star v ⬝ᵥ B *ᵥ v = 0) : B *ᵥ v = 0 := by
  obtain ⟨w, hw⟩ : ∃ w, B *ᵥ v = w := ⟨_, rfl⟩
  rw [hw] at h0 ⊢
  have h1 : star v ⬝ᵥ B *ᵥ w = star w ⬝ᵥ w := by
    rw [← herm_move hB.isHermitian, hw]
  have hs : 0 ≤ star w ⬝ᵥ w := by apply dotProduct_star_self_nonneg
  -- positivity along the line `v - t w` is a quadratic inequality in `t`
  have key : ∀ t : ℝ, 0 ≤ t * (t * (star w ⬝ᵥ B *ᵥ w).re) - t * (star w ⬝ᵥ w).re
      - t * (star w ⬝ᵥ w).re := by
    intro t
    have ht : star (t : ℂ) = t := Complex.conj_ofReal t
    have hp : 0 ≤ star (v - (t : ℂ) • w) ⬝ᵥ B *ᵥ (v - (t : ℂ) • w) := by
      apply hB.dotProduct_mulVec_nonneg
    have e : star (v - (t : ℂ) • w) ⬝ᵥ B *ᵥ (v - (t : ℂ) • w)
        = (t : ℂ) * ((t : ℂ) * (star w ⬝ᵥ B *ᵥ w)) - (t : ℂ) * (star w ⬝ᵥ w)
          - (t : ℂ) * (star w ⬝ᵥ w) := by
      simp only [star_sub, star_smul, mulVec_sub, mulVec_smul, sub_dotProduct,
        dotProduct_sub, smul_dotProduct, dotProduct_smul, smul_eq_mul, ht, hw, h0, h1]
      ring
    rw [e] at hp
    have h2 := (Complex.le_def.mp hp).1
    simp only [Complex.sub_re, Complex.re_ofReal_mul, Complex.zero_re] at h2
    exact h2
  -- the discriminant forces the linear coefficient to vanish
  have hd := discrim_le_zero (a := (star w ⬝ᵥ B *ᵥ w).re) (b := -2 * (star w ⬝ᵥ w).re)
    (c := 0) (fun x => by nlinarith [key x])
  unfold discrim at hd
  have h2 : (star w ⬝ᵥ w).re ^ 2 = 0 := le_antisymm (by nlinarith) (sq_nonneg _)
  have hre : (star w ⬝ᵥ w).re = 0 := (pow_eq_zero_iff two_ne_zero).mp h2
  have him := (Complex.le_def.mp hs).2
  have hz : star w ⬝ᵥ w = 0 := Complex.ext (by rw [hre, Complex.zero_re]) him.symm
  exact dotProduct_star_self_eq_zero.mp hz
```

For B ≥ 0, ⟨v, Bv⟩ = 0 implies Bv = 0. Put w = Bv, so that ⟨v, Bw⟩ = ⟨w, w⟩ (`h1`). For real t,

0 ≤ ⟨v − tw, B(v − tw)⟩ = t²⟨w, Bw⟩ − 2t⟨w, w⟩.

The expansion is `e`, and its real part is `key`. A real quadratic that is never negative has discriminant at most zero (`discrim_le_zero`), here 4⟨w, w⟩² ≤ 0, so ⟨w, w⟩ = 0 and w = 0.

```lean
/-- If `A B v = μ v` with `B` Hermitian, then `⟨B v, A B v⟩ = μ ⟨v, B v⟩`. -/
theorem rayleigh_identity {A B : Matrix n n ℂ} (hB : B.IsHermitian) {μ : ℂ} {v : n → ℂ}
    (h : (A * B) *ᵥ v = μ • v) :
    star (B *ᵥ v) ⬝ᵥ A *ᵥ (B *ᵥ v) = μ * (star v ⬝ᵥ B *ᵥ v) := by
  rw [mulVec_mulVec, h, dotProduct_smul, smul_eq_mul, herm_move hB]
```

Taking the inner product of ABv = μv with Bv and moving B across gives

⟨Bv, A Bv⟩ = μ⟨Bv, v⟩ = μ⟨v, Bv⟩.

```lean
/-- For an eigenpair of `A B` with `B` positive semidefinite, either the eigenvalue is zero or
the expectation value of `B` in the eigenvector is strictly positive. -/
theorem eigenvalue_zero_or_expectation_pos {A B : Matrix n n ℂ} (hB : B.PosSemidef)
    {μ : ℂ} {v : n → ℂ} (h : IsEigenpair (A * B) μ v) :
    μ = 0 ∨ 0 < star v ⬝ᵥ B *ᵥ v := by
  obtain ⟨hv, he⟩ := h
  by_cases hq : star v ⬝ᵥ B *ᵥ v = 0
  · left
    have hBv := mulVec_eq_zero_of_expectation_zero hB hq
    have h2 : μ • v = 0 := by rw [← he, ← mulVec_mulVec, hBv, mulVec_zero]
    exact (smul_eq_zero.mp h2).resolve_right hv
  · right
    have hp : 0 ≤ star v ⬝ᵥ B *ᵥ v := by apply hB.dotProduct_mulVec_nonneg
    exact lt_of_le_of_ne hp (Ne.symm hq)
```

`by_cases` splits on whether ⟨v, Bv⟩ vanishes. If it does, Bv = 0, so μv = ABv = 0 and μ = 0 because v ≠ 0. Otherwise ⟨v, Bv⟩ > 0.

```lean
/-- If `A` is Hermitian and `B` is positive semidefinite, every eigenvalue of `A B` is real. -/
theorem eigenvalue_real {A B : Matrix n n ℂ} (hA : A.IsHermitian) (hB : B.PosSemidef)
    {μ : ℂ} {v : n → ℂ} (h : IsEigenpair (A * B) μ v) : μ.im = 0 := by
  have hstar : ∀ x y : n → ℂ, star (star x ⬝ᵥ y) = star y ⬝ᵥ x := by
    intro x y
    simp only [dotProduct, star_sum, star_mul, Pi.star_apply, star_star]
  -- expectation values of a Hermitian matrix are real
  have hform : ∀ w : n → ℂ, (star w ⬝ᵥ A *ᵥ w).im = 0 := by
    intro w
    have hs : star (star w ⬝ᵥ A *ᵥ w) = star w ⬝ᵥ A *ᵥ w := by
      rw [hstar, herm_move hA]
    exact Complex.conj_eq_iff_im.mp hs
  rcases eigenvalue_zero_or_expectation_pos hB h with h0 | hq
  · rw [h0, Complex.zero_im]
  · have hp := hform (B *ᵥ v)
    obtain ⟨h2, h3⟩ := Complex.lt_def.mp hq
    rw [Complex.zero_re] at h2
    rw [Complex.zero_im] at h3
    rw [rayleigh_identity hB.isHermitian h.2, Complex.mul_im, ← h3, mul_zero, zero_add] at hp
    exact (mul_eq_zero.mp hp).resolve_right h2.ne'
```

Here A need only be Hermitian, and `μ.im = 0` says that μ is real. The step `hform` shows that ⟨w, Aw⟩ equals its own conjugate. If μ ≠ 0, let q = ⟨v, Bv⟩ > 0. The imaginary part of ⟨Bv, A Bv⟩ = μq reads 0 = (Im μ)q, so Im μ = 0.

```lean
/-- Main result: every eigenvalue of a product `A B` of two positive semidefinite matrices
is real and nonnegative. -/
theorem eigenvalue_real_nonneg {A B : Matrix n n ℂ} (hA : A.PosSemidef) (hB : B.PosSemidef)
    {μ : ℂ} {v : n → ℂ} (h : IsEigenpair (A * B) μ v) : μ.im = 0 ∧ 0 ≤ μ.re := by
  have him := eigenvalue_real hA.isHermitian hB h
  refine ⟨him, ?_⟩
  rcases eigenvalue_zero_or_expectation_pos hB h with h0 | hq
  · rw [h0]
    simp
  · -- `μ` times a positive number is an expectation value of `A`
    have hp : 0 ≤ star (B *ᵥ v) ⬝ᵥ A *ᵥ (B *ᵥ v) := by apply hA.dotProduct_mulVec_nonneg
    rw [rayleigh_identity hB.isHermitian h.2] at hp
    have h1 := (Complex.le_def.mp hp).1
    have h2 := (Complex.lt_def.mp hq).1
    rw [Complex.zero_re, Complex.mul_re, him, zero_mul, sub_zero] at h1
    rw [Complex.zero_re] at h2
    by_contra hn
    have hneg := mul_neg_of_neg_of_pos (not_le.mp hn) h2
    linarith
```

This is the main theorem: for A ≥ 0, B ≥ 0 and any eigenpair of AB, Im μ = 0 and Re μ ≥ 0. Reality comes from the previous theorem. In the case q > 0, positivity of A gives (Re μ)q = ⟨Bv, A Bv⟩ ≥ 0, and `by_contra` excludes Re μ < 0, which would make this product negative.

```lean
/-- Every eigenvalue of a product `A B` of two positive definite matrices is real and
strictly positive. -/
theorem eigenvalue_real_pos {A B : Matrix n n ℂ} (hA : A.PosDef) (hB : B.PosDef)
    {μ : ℂ} {v : n → ℂ} (h : IsEigenpair (A * B) μ v) : μ.im = 0 ∧ 0 < μ.re := by
  obtain ⟨him, hre⟩ := eigenvalue_real_nonneg hA.posSemidef hB.posSemidef h
  have hq : 0 < star v ⬝ᵥ B *ᵥ v := by
    apply hB.dotProduct_mulVec_pos
    exact h.1
  have hBv : B *ᵥ v ≠ 0 := by
    intro h0
    rw [h0, dotProduct_zero] at hq
    exact lt_irrefl _ hq
  have hp : 0 < star (B *ᵥ v) ⬝ᵥ A *ᵥ (B *ᵥ v) := by
    apply hA.dotProduct_mulVec_pos
    exact hBv
  refine ⟨him, lt_of_le_of_ne hre ?_⟩
  intro h0
  have hμ : μ = 0 :=
    Complex.ext (by rw [Complex.zero_re]; exact h0.symm) (by rw [Complex.zero_im]; exact him)
  rw [rayleigh_identity hB.isHermitian h.2, hμ, zero_mul] at hp
  exact lt_irrefl _ hp
```

For positive definite A and B, μ is real and μ > 0. Now q > 0 forces Bv ≠ 0, so ⟨Bv, A Bv⟩ > 0, which μ = 0 would contradict.

## Response equations

```lean
/-- The response equations give `(A + B)(X + Y) = ω (X - Y)`, `(A - B)(X - Y) = ω (X + Y)` and
the product form `(A - B)(A + B)(X + Y) = ω² (X + Y)`. -/
theorem response_product_form {A B : Matrix n n ℂ} {ω : ℂ} {X Y : n → ℂ}
    (h : ResponseEq A B ω X Y) :
    (A + B) *ᵥ (X + Y) = ω • (X - Y) ∧ (A - B) *ᵥ (X - Y) = ω • (X + Y) ∧
      ((A - B) * (A + B)) *ᵥ (X + Y) = ω ^ 2 • (X + Y) := by
  obtain ⟨ha, hb⟩ := h
  -- sum and difference of the two block rows
  have h1 : (A + B) *ᵥ (X + Y) = ω • (X - Y) := by
    simp only [add_mulVec, mulVec_add]
    linear_combination (norm := module) ha + hb
  have h2 : (A - B) *ᵥ (X - Y) = ω • (X + Y) := by
    simp only [sub_mulVec, mulVec_sub]
    linear_combination (norm := module) ha - hb
  refine ⟨h1, h2, ?_⟩
  rw [← mulVec_mulVec, h1, mulVec_smul, h2, smul_smul, pow_two]
```

Adding and subtracting the two rows, which is what `linear_combination` checks, gives

(A + B)(X + Y) = ω(X − Y),  (A − B)(X − Y) = ω(X + Y).

Applying A − B to the first equation and using the second gives

(A − B)(A + B)(X + Y) = ω²(X + Y).

No property of A or B is needed.

```lean
/-- If `A + B` and `A - B` are positive semidefinite, the excitation energy `ω` of every
nontrivial solution of the response equations is real. -/
theorem response_energy_real {A B : Matrix n n ℂ} (hp : (A + B).PosSemidef)
    (hm : (A - B).PosSemidef) {ω : ℂ} {X Y : n → ℂ} (hXY : X ≠ 0 ∨ Y ≠ 0)
    (h : ResponseEq A B ω X Y) : ω.im = 0 := by
  obtain ⟨h1, -, h3⟩ := response_product_form h
  by_cases hs : X + Y = 0
  · -- here `ω (X - Y) = 0` with `X - Y ≠ 0`
    have hd : X - Y ≠ 0 := by
      intro hd
      have hX : (2 : ℂ) • X = 0 := by linear_combination (norm := module) hs + hd
      have hX0 : X = 0 := (smul_eq_zero.mp hX).resolve_left two_ne_zero
      rw [hX0, zero_add] at hs
      rcases hXY with h' | h'
      · exact h' hX0
      · exact h' hs
    rw [hs, mulVec_zero] at h1
    have hω : ω = 0 := (smul_eq_zero.mp h1.symm).resolve_right hd
    rw [hω, Complex.zero_im]
  · -- `ω²` is an eigenvalue of `(A - B)(A + B)`
    have he : IsEigenpair ((A - B) * (A + B)) (ω ^ 2) (X + Y) := ⟨hs, h3⟩
    obtain ⟨him, hre⟩ := eigenvalue_real_nonneg hm hp he
    rw [pow_two, Complex.mul_im] at him
    rw [pow_two, Complex.mul_re] at hre
    have h4 : ω.re * ω.im = 0 := by linarith
    rcases mul_eq_zero.mp h4 with hr | hi
    · rw [hr] at hre
      have h5 : ω.im * ω.im = 0 := le_antisymm (by linarith) (mul_self_nonneg _)
      exact mul_self_eq_zero.mp h5
    · exact hi
```

If A + B ≥ 0, A − B ≥ 0 and (X, Y) is not zero, then ω is real. Exchanging X and Y turns a solution for ω into one for −ω, so the theorem covers both signs, although only the positive values are excitation energies in the usual sense. The two positivity conditions are assumed, not derived from a Hamiltonian or a reference state. If X + Y = 0, then X − Y ≠ 0, since otherwise 2X = 0 and both vectors vanish; the first equation reads 0 = ω(X − Y), so ω = 0. Otherwise ω² is an eigenvalue of (A − B)(A + B), and with ω = a + ib the main theorem gives

2ab = 0,  a² − b² ≥ 0.

Either b = 0, or a = 0 and −b² ≥ 0, which again gives b = 0. Positivity cannot simply be dropped: the 1×1 case A = 0, B = 1, where A − B = −1, has the solution X = 1, Y = i, ω = i, which is checked by hand and not in Lean.

## Two-level examples

```lean
/-- The projector onto the first basis state of a two-level system. -/
def proj : Matrix (Fin 2) (Fin 2) ℂ := !![1, 0; 0, 0]

/-- The two-level matrix with all entries equal to one. -/
def ones : Matrix (Fin 2) (Fin 2) ℂ := !![1, 1; 1, 1]
```

The notation `!![1, 0; 0, 0]` lists rows separated by semicolons: `proj` is diag(1, 0), and `ones` has every entry 1.

```lean
/-- `proj` and `ones` are positive semidefinite, their product is not Hermitian, and it has
the eigenvalue one with eigenvector `(1, 0)`. -/
theorem nonHermitian_product_witness :
    proj.PosSemidef ∧ ones.PosSemidef ∧ ¬ (proj * ones).IsHermitian ∧
      IsEigenpair (proj * ones) 1 ![1, 0] := by
  have e : proj * ones = !![1, 1; 0, 0] := by
    ext i j
    fin_cases i <;> fin_cases j <;> simp [proj, ones, Matrix.mul_apply, Fin.sum_univ_two]
  have e1 : projᴴ * proj = proj := by
    ext i j
    fin_cases i <;> fin_cases j <;>
      simp [proj, Matrix.mul_apply, Fin.sum_univ_two, conjTranspose_apply]
  have e2 : (!![1, 1; 0, 0] : Matrix (Fin 2) (Fin 2) ℂ)ᴴ * !![1, 1; 0, 0] = ones := by
    ext i j
    fin_cases i <;> fin_cases j <;>
      simp [ones, Matrix.mul_apply, Fin.sum_univ_two, conjTranspose_apply]
  refine ⟨?_, ?_, ?_, ?_, ?_⟩
  · have h := posSemidef_conjTranspose_mul_self proj
    rwa [e1] at h
  · have h := posSemidef_conjTranspose_mul_self (!![1, 1; 0, 0] : Matrix (Fin 2) (Fin 2) ℂ)
    rwa [e2] at h
  · rw [e]
    intro H
    have h := congrFun (congrFun H.eq 0) 1
    simp [conjTranspose_apply] at h
  · intro H
    have h := congrFun H 0
    simp at h
  · rw [e]
    ext i
    fin_cases i <;> simp [Matrix.mulVec, dotProduct, Fin.sum_univ_two]
```

Each matrix is written as C†C, hence positive semidefinite: `proj` with C = `proj` (`e1`), and `ones` with C having rows (1, 1) and (0, 0) (`e2`). The product has those same rows (`e`). Its off-diagonal entries 1 and 0 are not conjugates, so it is not Hermitian, and it maps (1, 0) to itself, which is eigenvalue 1.

```lean
/-- The Pauli matrix `σ_z`. -/
def sigmaZ : Matrix (Fin 2) (Fin 2) ℂ := !![1, 0; 0, -1]

/-- The Pauli matrix `σ_x`. -/
def sigmaX : Matrix (Fin 2) (Fin 2) ℂ := !![0, 1; 1, 0]
```

These are the Pauli matrices σz and σx in the usual basis.

```lean
/-- `σ_z` and `σ_x` are Hermitian, and their product has the eigenvalue `i` with
eigenvector `(1, i)`. -/
theorem hermitian_product_imaginary_eigenvalue :
    sigmaZ.IsHermitian ∧ sigmaX.IsHermitian ∧
      IsEigenpair (sigmaZ * sigmaX) Complex.I ![1, Complex.I] := by
  have e : sigmaZ * sigmaX = !![0, 1; -1, 0] := by
    ext i j
    fin_cases i <;> fin_cases j <;> simp [sigmaZ, sigmaX, Matrix.mul_apply, Fin.sum_univ_two]
  refine ⟨?_, ?_, ?_, ?_⟩
  · show sigmaZᴴ = sigmaZ
    ext i j
    fin_cases i <;> fin_cases j <;> simp [sigmaZ, conjTranspose_apply]
  · show sigmaXᴴ = sigmaX
    ext i j
    fin_cases i <;> fin_cases j <;> simp [sigmaX, conjTranspose_apply]
  · intro H
    have h := congrFun H 0
    simp at h
  · rw [e]
    ext i
    fin_cases i <;> simp [Matrix.mulVec, dotProduct, Fin.sum_univ_two]

end

end ProductOfPositiveMatrices
```

Both are Hermitian, and σzσx has rows (0, 1) and (−1, 0), so

σzσx (1, i) = (i, −1) = i (1, i).

The eigenvalue i shows that `eigenvalue_real` fails when B is only Hermitian.

```lean
#print axioms ProductOfPositiveMatrices.eigenvalue_real_nonneg
-- 'ProductOfPositiveMatrices.eigenvalue_real_nonneg' depends on axioms: [propext, Classical.choice, Quot.sound]
#print axioms ProductOfPositiveMatrices.eigenvalue_real_pos
-- 'ProductOfPositiveMatrices.eigenvalue_real_pos' depends on axioms: [propext, Classical.choice, Quot.sound]
#print axioms ProductOfPositiveMatrices.response_energy_real
-- 'ProductOfPositiveMatrices.response_energy_real' depends on axioms: [propext, Classical.choice, Quot.sound]
#print axioms ProductOfPositiveMatrices.hermitian_product_imaginary_eigenvalue
-- 'ProductOfPositiveMatrices.hermitian_product_imaginary_eigenvalue' depends on axioms: [propext, Classical.choice, Quot.sound]
```
